# The Diagonal Two-Body Slater–Condon Rule on a Finite Set

Evaluated directly, the interaction energy of N electrons in a Slater determinant on a finite set X takes a sum over |X|^N configurations, with a determinant in each. For orthonormal orbitals and a symmetric pair potential, that sum reduces to two-particle integrals.

Let a_0, …, a_{N−1} be orthonormal complex functions on X, and v a real function with v(y,z) = v(z,y). For a configuration x = (x_0, …, x_{N−1}), put

D(x) = det a_i(x_j) = Σ_σ sgn(σ) Π_m a_{σ(m)}(x_m),  Ψ(x) = D(x)/√N!

where σ runs over the permutations of the N indices. With * for complex conjugation, define

J_ij = Σ_{y,z} |a_i(y)|² |a_j(z)|² v(y,z)

K_ij = Σ_{y,z} a_i(y)* a_j(y) a_j(z)* a_i(z) v(y,z)

The claim is

E = Σ_x |Ψ(x)|² Σ_{k<l} v(x_k,x_l) = ½ Σ_{i,j} (J_ij − K_ij)

This is the two-electron part of the Hartree–Fock energy, here for a single determinant on a finite set. Matrix elements between different determinants, which the Slater–Condon rules also treat, are not considered.

## Only two permutations survive

Fix k ≠ l and expand both determinants:

Σ_x |D(x)|² v(x_k,x_l) = Σ_{σ,τ} sgn(σ) sgn(τ) Σ_x [Π_m a_{σ(m)}(x_m)* a_{τ(m)}(x_m)] v(x_k,x_l)

The sum over x factorises. Each spectator m ≠ k, l contributes 1 if σ(m) = τ(m) and 0 otherwise. Hence τ either equals σ or is σ preceded by the exchange of k and l. The first case gives +J_{σ(k)σ(l)}; the second has the opposite sign and gives −K_{σ(k)σ(l)}:

Σ_x |D(x)|² v(x_k,x_l) = Σ_σ (J_{σ(k)σ(l)} − K_{σ(k)σ(l)})

Now sum over k ≠ l. Since J_ii = K_ii, terms with k = l may be added on the right. Setting i = σ(k), j = σ(l) then gives the same double sum for every σ:

Σ_x |D(x)|² Σ_{k≠l} v(x_k,x_l) = N! Σ_{i,j} (J_ij − K_ij)

Division by N! normalises Ψ, and symmetry of v supplies the factor ½.

The diagonal may be added only on the orbital side. Including k = l in the potential itself would add self-interaction terms v(x_k,x_k), which need not vanish. For N = 1 there are no pairs, and both sides of the claim are zero.

## Orbitals, energy and integrals in Lean

`X` is any finite type: sites or grid points if all electrons have the same spin, and site–spin pairs otherwise. `Fin N` labels both orbitals and particles, starting from 0.

```lean
import Mathlib

open ComplexConjugate

namespace SlaterCondonTwoBody

noncomputable section

variable {X : Type*} [Fintype X] {N : ℕ}
```

The inner product conjugates its first factor and gives every point weight one, so on a grid with positive quadrature weights each orbital value must first be multiplied by the square root of its weight.

```lean
/-- The orbitals `a i` are orthonormal on the finite set `X`. -/
def OrthonormalOrbitals (a : Fin N → X → ℂ) : Prop :=
  ∀ i j, ∑ x, conj (a i x) * a j x = if i = j then 1 else 0
```

Rows of the matrix are orbitals and columns are particles.

```lean
/-- The determinant of the orbital values `a i (x j)`. -/
def orbitalDet (a : Fin N → X → ℂ) (x : Fin N → X) : ℂ :=
  (Matrix.of fun i j => a i (x j)).det

/-- The Slater determinant with its prefactor `1 / √N!`. -/
def slater (a : Fin N → X → ℂ) (x : Fin N → X) : ℂ :=
  orbitalDet a x / ((Real.sqrt (N.factorial : ℝ) : ℝ) : ℂ)
```

The potential counts each particle pair once, and the energy is a real number.

```lean
/-- The potential energy of a configuration, summed over particle pairs `k < l`. -/
def pairPotential (v : X → X → ℝ) (x : Fin N → X) : ℝ :=
  ∑ k, ∑ l, if k < l then v (x k) (x l) else 0

/-- The sum over configurations of `|Ψ|²` times the pair potential, with `Ψ` the Slater determinant.
-/
def interactionEnergy (a : Fin N → X → ℂ) (v : X → X → ℝ) : ℝ :=
  ∑ x : Fin N → X, ‖slater a x‖ ^ 2 * pairPotential v x
```

The integrals are complex-valued by type. Despite the name `coulomb`, `v` need not be the Coulomb potential.

```lean
/-- The Coulomb integral `J_ij`. -/
def coulomb (a : Fin N → X → ℂ) (v : X → X → ℝ) (i j : Fin N) : ℂ :=
  ∑ x, ∑ y, (conj (a i x) * a i x) * (conj (a j y) * a j y) * (v x y : ℂ)

/-- The exchange integral `K_ij`. -/
def exchange (a : Fin N → X → ℂ) (v : X → X → ℝ) (i j : Fin N) : ℂ :=
  ∑ x, ∑ y, (conj (a i x) * a j x) * (conj (a j y) * a i y) * (v x y : ℂ)
```

## Spectators and permutations

The factorisation pins particles `k` and `l` at `y` and `z` with indicator functions, turns the sum of products into a product of sums, and then sums over the pinned positions.

```lean
/-- A sum over configurations of one-particle factors times a function of particles `k` and `l`
is a two-particle sum times the one-particle sums of the spectators. -/
theorem sum_pair_factor (f : Fin N → X → ℂ) (w : X → X → ℂ) {k l : Fin N} (hkl : k ≠ l) :
    ∑ x : Fin N → X, (∏ m, f m (x m)) * w (x k) (x l) =
      (∑ y, ∑ z, f k y * f l z * w y z) *
        ∏ m ∈ (Finset.univ.erase k).erase l, ∑ t, f m t := by
  classical
  -- first pin particle k at y and particle l at z
  have point : ∀ y z, ∑ x : Fin N → X, (∏ m, f m (x m)) *
      ((if x k = y then 1 else 0) * (if x l = z then 1 else 0)) =
      f k y * f l z * ∏ m ∈ (Finset.univ.erase k).erase l, ∑ t, f m t := by
    intro y z
    let g : Fin N → X → ℂ := fun m t => f m t *
      ((if m = k then (if t = y then 1 else 0) else 1) *
        (if m = l then (if t = z then 1 else 0) else 1))
    have h1 : ∀ x : Fin N → X, (∏ m, f m (x m)) *
        ((if x k = y then 1 else 0) * (if x l = z then 1 else 0)) = ∏ m, g m (x m) := by
      intro x
      simp only [g, Finset.prod_mul_distrib, Finset.prod_ite_eq', Finset.mem_univ, if_true]
    have h2 : ∑ x : Fin N → X, ∏ m, g m (x m) = ∏ m, ∑ t, g m t := by
      rw [Finset.prod_univ_sum, Fintype.piFinset_univ]
    have hk : ∑ t, g k t = f k y := by simp [g, hkl]
    have hl : ∑ t, g l t = f l z := by simp [g, hkl.symm]
    have hr : ∏ m ∈ (Finset.univ.erase k).erase l, ∑ t, g m t =
        ∏ m ∈ (Finset.univ.erase k).erase l, ∑ t, f m t := by
      refine Finset.prod_congr rfl fun m hm => ?_
      have h := Finset.mem_erase.mp hm
      have h' := Finset.mem_erase.mp h.2
      simp [g, h.1, h'.1]
    rw [Finset.sum_congr rfl (fun x _ => h1 x), h2,
      ← Finset.mul_prod_erase Finset.univ _ (Finset.mem_univ k),
      ← Finset.mul_prod_erase (Finset.univ.erase k) _
        (Finset.mem_erase.mpr ⟨hkl.symm, Finset.mem_univ l⟩), hk, hl, hr]
    ring
  -- then sum over the pinned positions
  have expand : ∀ x : Fin N → X, (∏ m, f m (x m)) * w (x k) (x l) =
      ∑ y, ∑ z, w y z * ((∏ m, f m (x m)) *
        ((if x k = y then 1 else 0) * (if x l = z then 1 else 0))) := by
    intro x
    simp only [mul_ite, mul_one, mul_zero, Finset.sum_ite_eq, Finset.mem_univ, if_true]
    ring
  rw [Finset.sum_congr rfl (fun x _ => expand x), Finset.sum_comm, Finset.sum_mul]
  refine Finset.sum_congr rfl fun y _ => ?_
  rw [Finset.sum_comm, Finset.sum_mul]
  refine Finset.sum_congr rfl fun z _ => ?_
  rw [← Finset.mul_sum, point]
  ring
```

At `k` and `l`, `τ` can take only the values `σ k` and `σ l`. Injectivity leaves the two possible orders.

```lean
/-- Two permutations that agree away from `k` and `l` are equal or differ by the exchange
of `k` and `l`. -/
theorem perm_dichotomy {σ τ : Equiv.Perm (Fin N)} {k l : Fin N} (hkl : k ≠ l)
    (h : ∀ m, m ≠ k → m ≠ l → σ m = τ m) : τ = σ ∨ τ = σ * Equiv.swap k l := by
  have hit : ∀ p, τ p = σ k ∨ τ p = σ l ∨ τ p = σ p := by
    intro p
    obtain ⟨q, hq⟩ := σ.surjective (τ p)
    by_cases hk : q = k
    · left; rw [← hq, hk]
    by_cases hl : q = l
    · right; left; rw [← hq, hl]
    · right; right
      have e : q = p := τ.injective ((h q hk hl).symm.trans hq)
      rw [← hq, e]
  have hne : τ k ≠ τ l := fun e => hkl (τ.injective e)
  have hk : τ k = σ k ∨ τ k = σ l := by rcases hit k with h | h | h <;> simp [h]
  have hl : τ l = σ k ∨ τ l = σ l := by rcases hit l with h | h | h <;> simp [h]
  rcases hk with hk | hk <;> rcases hl with hl | hl
  · exact absurd (hk.trans hl.symm) hne
  · left
    refine Equiv.ext fun m => ?_
    by_cases mk : m = k
    · rw [mk, hk]
    by_cases ml : m = l
    · rw [ml, hl]
    · exact (h m mk ml).symm
  · right
    refine Equiv.ext fun m => ?_
    rw [Equiv.Perm.mul_apply]
    by_cases mk : m = k
    · rw [mk, Equiv.swap_apply_left, hk]
    by_cases ml : m = l
    · rw [ml, Equiv.swap_apply_right, hl]
    · rw [Equiv.swap_apply_of_ne_of_ne mk ml, h m mk ml]
  · exact absurd (hk.trans hl.symm) hne
```

`Fintype.sum_eq_add` keeps these two permutations; any other has a spectator factor of zero.

```lean
/-- For orthonormal orbitals and a fixed permutation in the conjugated determinant, the sum over the
permutations of the other determinant leaves one Coulomb and one exchange integral. -/
theorem sum_perm {a : Fin N → X → ℂ} (ha : OrthonormalOrbitals a) (v : X → X → ℝ)
    {k l : Fin N} (hkl : k ≠ l) (σ : Equiv.Perm (Fin N)) :
    ∑ τ : Equiv.Perm (Fin N), ((Equiv.Perm.sign σ : ℤ) : ℂ) * ((Equiv.Perm.sign τ : ℤ) : ℂ) *
      ∑ x : Fin N → X, (∏ m, conj (a (σ m) (x m)) * a (τ m) (x m)) * (v (x k) (x l) : ℂ) =
    coulomb a v (σ k) (σ l) - exchange a v (σ k) (σ l) := by
  have term : ∀ τ : Equiv.Perm (Fin N),
      ∑ x : Fin N → X, (∏ m, conj (a (σ m) (x m)) * a (τ m) (x m)) * (v (x k) (x l) : ℂ) =
      (∑ y, ∑ z, (conj (a (σ k) y) * a (τ k) y) * (conj (a (σ l) z) * a (τ l) z) *
        (v y z : ℂ)) *
        ∏ m ∈ (Finset.univ.erase k).erase l, (if σ m = τ m then (1 : ℂ) else 0) := by
    intro τ
    refine (sum_pair_factor (fun m t => conj (a (σ m) t) * a (τ m) t)
      (fun y z => (v y z : ℂ)) hkl).trans ?_
    exact congrArg₂ (· * ·) rfl (Finset.prod_congr rfl fun m _ => ha (σ m) (τ m))
  simp only [term]
  have hne : σ ≠ σ * Equiv.swap k l := by
    intro e
    have e' := Equiv.congr_fun e k
    rw [Equiv.Perm.mul_apply, Equiv.swap_apply_left] at e'
    exact hkl (σ.injective e')
  refine (Fintype.sum_eq_add σ (σ * Equiv.swap k l) hne ?_).trans ?_
  · -- any other permutation moves a spectator into an orthogonal orbital
    intro τ hτ
    have hex : ∃ m, m ≠ k ∧ m ≠ l ∧ σ m ≠ τ m := by
      by_contra hc
      rcases perm_dichotomy hkl
        (fun m hk hl => by_contra fun hm => hc ⟨m, hk, hl, hm⟩) with h | h
      · exact hτ.1 h
      · exact hτ.2 h
    obtain ⟨m, hk, hl, hm⟩ := hex
    have hz : ∏ m ∈ (Finset.univ.erase k).erase l,
        (if σ m = τ m then (1 : ℂ) else 0) = 0 :=
      Finset.prod_eq_zero (i := m) (by simp [hk, hl]) (if_neg hm)
    simp only [hz, mul_zero]
  · have h1 : ∏ m ∈ (Finset.univ.erase k).erase l,
        (if σ m = σ m then (1 : ℂ) else 0) = 1 := by simp
    have h2 : ∏ m ∈ (Finset.univ.erase k).erase l,
        (if σ m = (σ * Equiv.swap k l) m then (1 : ℂ) else 0) = 1 := by
      refine Finset.prod_eq_one fun m hm => ?_
      have h := Finset.mem_erase.mp hm
      have h' := Finset.mem_erase.mp h.2
      rw [Equiv.Perm.mul_apply, Equiv.swap_apply_of_ne_of_ne h'.1 h.1, if_pos rfl]
    rw [h1, h2, Equiv.Perm.sign_mul, Equiv.Perm.sign_swap hkl]
    simp only [Equiv.Perm.mul_apply, Equiv.swap_apply_left, Equiv.swap_apply_right,
      coulomb, exchange]
    rcases Int.units_eq_one_or (Equiv.Perm.sign σ) with h | h <;> rw [h] <;> push_cast <;> ring
```

Expanding both determinants and reordering the sums gives the formula for a fixed particle pair.

```lean
/-- For orthonormal orbitals, the unnormalised determinant average of the potential between
particles `k` and `l` is a sum of Coulomb minus exchange integrals over all assignments of orbitals
to particles. -/
theorem pair_expectation {a : Fin N → X → ℂ} (ha : OrthonormalOrbitals a) (v : X → X → ℝ)
    {k l : Fin N} (hkl : k ≠ l) :
    ∑ x : Fin N → X, conj (orbitalDet a x) * orbitalDet a x * (v (x k) (x l) : ℂ) =
      ∑ σ : Equiv.Perm (Fin N), (coulomb a v (σ k) (σ l) - exchange a v (σ k) (σ l)) := by
  have expand : ∀ x : Fin N → X,
      conj (orbitalDet a x) * orbitalDet a x * (v (x k) (x l) : ℂ) =
      ∑ σ : Equiv.Perm (Fin N), ∑ τ : Equiv.Perm (Fin N),
        ((Equiv.Perm.sign σ : ℤ) : ℂ) * ((Equiv.Perm.sign τ : ℤ) : ℂ) *
        ((∏ m, conj (a (σ m) (x m)) * a (τ m) (x m)) * (v (x k) (x l) : ℂ)) := by
    intro x
    simp only [orbitalDet, Matrix.det_apply', Matrix.of_apply, map_sum, map_mul, map_prod,
      map_intCast]
    rw [Finset.sum_mul_sum, Finset.sum_mul]
    refine Finset.sum_congr rfl fun σ _ => ?_
    rw [Finset.sum_mul]
    refine Finset.sum_congr rfl fun τ _ => ?_
    rw [Finset.prod_mul_distrib]
    ring
  rw [Finset.sum_congr rfl (fun x _ => expand x), Finset.sum_comm]
  refine Finset.sum_congr rfl fun σ _ => ?_
  rw [Finset.sum_comm, ← sum_perm ha v hkl σ]
  refine Finset.sum_congr rfl fun τ _ => ?_
  rw [Finset.mul_sum]
```

## From particle pairs to orbital pairs

Comparing `k` and `l` case by case proves the factor of two.

```lean
/-- For a symmetric pair quantity, twice the sum over `k < l` is the sum over `k ≠ l`. -/
theorem two_mul_sum_pairs (G : Fin N → Fin N → ℂ) (hG : ∀ k l, G k l = G l k) :
    2 * (∑ k, ∑ l, if k < l then G k l else 0) = ∑ k, ∑ l, if k ≠ l then G k l else 0 := by
  have sw : (∑ k, ∑ l, if k < l then G k l else 0) =
      ∑ k, ∑ l, if l < k then G k l else 0 := by
    rw [Finset.sum_comm]
    refine Finset.sum_congr rfl fun p _ => Finset.sum_congr rfl fun q _ => ?_
    rw [hG q p]
  rw [two_mul]
  refine (congrArg₂ (· + ·) rfl sw).trans ?_
  simp only [← Finset.sum_add_distrib]
  refine Finset.sum_congr rfl fun k _ => Finset.sum_congr rfl fun l _ => ?_
  rcases lt_trichotomy k l with h | h | h
  · simp [h, h.ne, not_lt_of_ge h.le]
  · simp [h]
  · simp [h, h.ne', not_lt_of_ge h.le]
```

In the main theorem, `total` carries out the relabelling by `Equiv.sum_comp` and counts N! permutations, while `dens` rewrites |Ψ|² as D*D/N!. The real energy is cast to ℂ to match the integrals.

```lean
/-- **Diagonal two-body Slater-Condon rule**: for a symmetric pair potential, the interaction energy
of a Slater determinant of orthonormal orbitals is half the sum of `J_ij - K_ij` over all `i` and
`j`. -/
theorem slater_condon_two_body {a : Fin N → X → ℂ} (ha : OrthonormalOrbitals a)
    {v : X → X → ℝ} (hv : ∀ x y, v x y = v y x) :
    (interactionEnergy a v : ℂ) =
      1 / 2 * ∑ i, ∑ j, (coulomb a v i j - exchange a v i j) := by
  have hN : (N.factorial : ℂ) ≠ 0 := Nat.cast_ne_zero.mpr N.factorial_ne_zero
  -- relabelling the orbitals by each permutation gives N! equal contributions
  have total : ∑ x : Fin N → X, conj (orbitalDet a x) * orbitalDet a x *
      (∑ k, ∑ l, if k ≠ l then (v (x k) (x l) : ℂ) else 0) =
      N.factorial * ∑ i, ∑ j, (coulomb a v i j - exchange a v i j) := by
    calc _ = ∑ k, ∑ l, ∑ x : Fin N → X, conj (orbitalDet a x) * orbitalDet a x *
          (if k ≠ l then (v (x k) (x l) : ℂ) else 0) := by
          simp only [Finset.mul_sum]
          rw [Finset.sum_comm]
          refine Finset.sum_congr rfl fun k _ => ?_
          rw [Finset.sum_comm]
      _ = ∑ k, ∑ l, ∑ σ : Equiv.Perm (Fin N),
          (coulomb a v (σ k) (σ l) - exchange a v (σ k) (σ l)) := by
          refine Finset.sum_congr rfl fun k _ => Finset.sum_congr rfl fun l _ => ?_
          by_cases h : k = l
          · subst h
            simp [coulomb, exchange]
          · simp only [ne_eq, h, not_false_eq_true, if_true]
            exact pair_expectation ha v h
      _ = ∑ σ : Equiv.Perm (Fin N), ∑ k, ∑ l,
          (coulomb a v (σ k) (σ l) - exchange a v (σ k) (σ l)) := by
          symm
          rw [Finset.sum_comm]
          refine Finset.sum_congr rfl fun k _ => ?_
          rw [Finset.sum_comm]
      _ = ∑ _σ : Equiv.Perm (Fin N), ∑ i, ∑ j, (coulomb a v i j - exchange a v i j) := by
          refine Finset.sum_congr rfl fun σ _ => ?_
          exact (Equiv.sum_comp σ
            (fun i => ∑ l, (coulomb a v i (σ l) - exchange a v i (σ l)))).trans
            (Finset.sum_congr rfl fun i _ =>
              Equiv.sum_comp σ (fun j => coulomb a v i j - exchange a v i j))
      _ = _ := by
          rw [Finset.sum_const, Finset.card_univ, Fintype.card_perm, Fintype.card_fin,
            nsmul_eq_mul]
  have hx : ∀ x : Fin N → X, ((‖slater a x‖ ^ 2 * pairPotential v x : ℝ) : ℂ) =
      1 / (2 * N.factorial) * (conj (orbitalDet a x) * orbitalDet a x *
        (∑ k, ∑ l, if k ≠ l then (v (x k) (x l) : ℂ) else 0)) := by
    intro x
    have dens : ((‖slater a x‖ ^ 2 : ℝ) : ℂ) =
        conj (orbitalDet a x) * orbitalDet a x / N.factorial := by
      rw [slater, norm_div, div_pow, Complex.norm_real, Real.norm_eq_abs, sq_abs,
        Real.sq_sqrt (Nat.cast_nonneg _), Complex.conj_mul']
      push_cast
      rfl
    have pot : (pairPotential v x : ℂ) =
        ∑ k, ∑ l, if k < l then (v (x k) (x l) : ℂ) else 0 := by
      simp only [pairPotential, Complex.ofReal_sum, apply_ite Complex.ofReal,
        Complex.ofReal_zero]
    have h : 2 * (∑ k, ∑ l, if k < l then (v (x k) (x l) : ℂ) else 0) =
        ∑ k, ∑ l, if k ≠ l then (v (x k) (x l) : ℂ) else 0 :=
      two_mul_sum_pairs (fun k l => (v (x k) (x l) : ℂ)) (fun k l => by rw [hv])
    rw [Complex.ofReal_mul, dens, pot, ← h]
    field_simp
  rw [interactionEnergy, Complex.ofReal_sum, Finset.sum_congr rfl (fun x _ => hx x),
    ← Finset.mul_sum, total]
  field_simp
```

Because `v` is symmetric, J_ij − K_ij is unchanged when i and j are swapped. The diagonal vanishes, so the factor ½ disappears when each orbital pair is counted once.

```lean
/-- For orthonormal orbitals and a symmetric pair potential, the interaction energy is the sum of
`J_ij - K_ij` over orbital pairs `i < j`. -/
theorem energy_orbital_pairs {a : Fin N → X → ℂ} (ha : OrthonormalOrbitals a)
    {v : X → X → ℝ} (hv : ∀ x y, v x y = v y x) :
    (interactionEnergy a v : ℂ) =
      ∑ i, ∑ j, if i < j then coulomb a v i j - exchange a v i j else 0 := by
  have hs : ∀ i j, coulomb a v i j - exchange a v i j =
      coulomb a v j i - exchange a v j i := by
    intro i j
    simp only [coulomb, exchange, ← Finset.sum_sub_distrib]
    rw [Finset.sum_comm]
    refine Finset.sum_congr rfl fun p _ => Finset.sum_congr rfl fun q _ => ?_
    rw [hv q p]
    ring
  have h := two_mul_sum_pairs (fun i j => coulomb a v i j - exchange a v i j) hs
  have hd : (∑ i, ∑ j, if i ≠ j then coulomb a v i j - exchange a v i j else 0) =
      ∑ i, ∑ j, (coulomb a v i j - exchange a v i j) := by
    refine Finset.sum_congr rfl fun i _ => Finset.sum_congr rfl fun j _ => ?_
    by_cases e : i = j
    · subst e
      simp [coulomb, exchange]
    · rw [if_pos e]
  rw [slater_condon_two_body ha hv, ← hd]
  linear_combination (-1 / 2 : ℂ) * h
```

For two electrons, one pair remains. If the two orbitals have opposite spins, their product vanishes at every site–spin point, so K_01 = 0 and only J_01 is left.

```lean
/-- For two electrons in orthonormal orbitals with a symmetric pair potential, the interaction
energy is `J_01 - K_01`. -/
theorem energy_two_electrons {a : Fin 2 → X → ℂ} (ha : OrthonormalOrbitals a)
    {v : X → X → ℝ} (hv : ∀ x y, v x y = v y x) :
    (interactionEnergy a v : ℂ) = coulomb a v 0 1 - exchange a v 0 1 := by
  rw [energy_orbital_pairs ha hv]
  simp [Fin.sum_univ_two]
```

A concrete pair satisfying the orthonormality hypothesis is a_0 = (1, 2i, 2)/3 and a_1 = (2, i, −2)/3. The proof checks the four inner products by their real and imaginary parts.

```lean
/-- Two complex orbitals on three sites. -/
def threeSiteOrbitals : Fin 2 → Fin 3 → ℂ :=
  ![![1 / 3, 2 * Complex.I / 3, 2 / 3], ![2 / 3, Complex.I / 3, -2 / 3]]

/-- The two orbitals on three sites are orthonormal. -/
theorem orthonormalOrbitals_witness : OrthonormalOrbitals threeSiteOrbitals := by
  have h2 : conj (2 : ℂ) = 2 := Complex.ext (by simp) (by simp)
  have h3 : conj (3 : ℂ) = 3 := Complex.ext (by simp) (by simp)
  intro i j
  fin_cases i <;> fin_cases j <;> apply Complex.ext <;>
    simp [threeSiteOrbitals, Fin.sum_univ_three, h2, h3] <;> norm_num

end

end SlaterCondonTwoBody
```

```lean
#print axioms SlaterCondonTwoBody.slater_condon_two_body
#print axioms SlaterCondonTwoBody.energy_two_electrons
```

```
'SlaterCondonTwoBody.slater_condon_two_body' depends on axioms: [propext, Classical.choice, Quot.sound]
'SlaterCondonTwoBody.energy_two_electrons' depends on axioms: [propext, Classical.choice, Quot.sound]
```
